# The integral of t·exp(inωt) over one rotor period T, from t = 0, is T/(inω) for nonzero integer n

In a sample spinning at angular frequency ω > 0, the `n`-th spinning sideband carries the phase exp(inωt), which has unit amplitude and no decay. The theorem `integral_phase_mul_time` states that for a nonzero integer n the integral of t·exp(inωt) from 0 to the rotor period T = 2π/ω equals T/(inω). The attempt gives an antiderivative, t·exp(inωt)/(inω) − exp(inωt)/(inω)², and checks its derivative. It then applies the fundamental theorem of calculus, using `phase_period` to set the phase to one at t = T.

As first written in Lean, the proof fails:

```lean
import Mathlib

open Complex (I)
open scoped Matrix.Norms.Operator

namespace IntegralPhaseMulTime

noncomputable section

/-- The rotor phase `exp(i n w t)` of the `n`-th spinning sideband. -/
def phase (w : ℝ) (n : ℤ) (t : ℝ) : ℂ := Complex.exp (I * n * w * t)

/-- The rotor period `2π/w`, for `w ≠ 0`. -/
def period (w : ℝ) : ℝ := 2 * Real.pi / w

/-- The phase of every sideband returns to one after a rotor period. -/
theorem phase_period {w : ℝ} (hw : 0 < w) (n : ℤ) : phase w n (period w) = 1 := by
  have hc : (w : ℂ) ≠ 0 := by exact_mod_cast hw.ne'
  have h : I * n * w * (period w : ℂ) = n * (2 * Real.pi * I) := by
    unfold period
    push_cast
    field_simp
  rw [phase, h, Complex.exp_int_mul_two_pi_mul_I]

/-- The first moment in time of an oscillating sideband, `n ≠ 0`, over a rotor period. -/
theorem integral_phase_mul_time {w : ℝ} (hw : 0 < w) {n : ℤ} (hn : n ≠ 0) :
    ∫ t in (0 : ℝ)..period w, phase w n t * t = period w / (I * n * w) := by
  have hc : I * n * w ≠ 0 := by simp [hn, hw.ne']
  have hd : ∀ t : ℝ, HasDerivAt (fun s : ℝ => (s : ℂ) * phase w n s / (I * n * w)
      - phase w n s / (I * n * w) ^ 2) (phase w n t * t) t := by
    intro t
    have h1 : HasDerivAt (fun s : ℝ => (s : ℂ)) 1 t := (hasDerivAt_id (t : ℂ)).comp_ofReal
    have h2 : HasDerivAt (phase w n) (phase w n t * (I * n * w)) t := by
      simpa [phase] using (h1.const_mul (I * n * w)).cexp
    refine (((h1.fun_mul h2).div_const _).fun_sub (h2.div_const _)).congr_deriv ?_
    generalize I * n * w = c at hc
    linear_combination (t * phase w n t - phase w n t * c⁻¹) * mul_inv_cancel₀ hc
  rw [intervalIntegral.integral_eq_sub_of_hasDerivAt (fun t _ => hd t)
    (Continuous.intervalIntegrable (by unfold phase; fun_prop) _ _), phase_period hw]
  simp [phase]

end

end IntegralPhaseMulTime
```

The error:

```
Main.lean:34:6: error: Type mismatch: After simplification, term
  HasDerivAt.cexp (HasDerivAt.const_mul (I * ↑n * ↑w) h1)
 has type
  @HasDerivAt ℝ DenselyNormedField.toNontriviallyNormedField ℂ Complex.addCommGroup
    (NormedAlgebra.toNormedSpace ℂ).toModule PseudoMetricSpace.toUniformSpace.toTopologicalSpace ⋯
    (fun x => Complex.exp (I * ↑n * ↑w * ↑x)) (Complex.exp (I * ↑n * ↑w * ↑t) * (I * ↑n * ↑w)) t
but is expected to have type
  @HasDerivAt ℝ DenselyNormedField.toNontriviallyNormedField ℂ Complex.addCommGroup
    instInnerProductSpaceRealComplex.toModule PseudoMetricSpace.toUniformSpace.toTopologicalSpace ⋯ (phase w n)
    (Complex.exp (I * ↑n * ↑w * ↑t) * (I * ↑n * ↑w)) t
```

The error is in `h2`, the derivative of the phase. The derivative values agree after simplification, but the functions are still written differently: the supplied term has `fun x => Complex.exp (I * ↑n * ↑w * ↑x)`, the goal has `phase w n`. `phase` is defined with three arguments, so `simp [phase]` unfolds `phase w n t` but leaves `phase w n`, which lacks its time argument. The closing check of `simpa` does not unfold this ordinary definition either. The message also shows two different routes to the real module structure on `ℂ`; it does not tell whether that difference alone would have stopped the proof.

The repair keeps the same derivative as `h` and passes it through `congr_deriv`, which leaves only an equality of derivative values to prove. There `phase` has all its arguments, so `simp [phase]` works. The functions and module structures are matched by `exact`, which may unfold definitions more freely and accepts both pairs as equal by definition.

After these edits no error is left:

```diff
@@ -32,5 +32,6 @@
     have h1 : HasDerivAt (fun s : ℝ => (s : ℂ)) 1 t := (hasDerivAt_id (t : ℂ)).comp_ofReal
     have h2 : HasDerivAt (phase w n) (phase w n t * (I * n * w)) t := by
-      simpa [phase] using (h1.const_mul (I * n * w)).cexp
+      have h := (h1.const_mul (I * n * w)).cexp
+      exact h.congr_deriv (by simp [phase])
     refine (((h1.fun_mul h2).div_const _).fun_sub (h2.div_const _)).congr_deriv ?_
     generalize I * n * w = c at hc
```
